# Hyperfine constants of one p electron with a shared orbital-dipolar strength a and a contact strength c: A_1/2 = 8a/3 − c/3 and A_3/2 = 8a/15 + c/3

Q: Suppose I describe a 2p doublet, such as that of lithium, with only orbital and spin-dipolar fields of equal strength. The magnetic hyperfine constant of j = 1/2 must then be five times that of j = 3/2. Take 45.9 for j = 1/2 and −3.06 for j = 3/2 as sample inputs, in one unit and not quoted as measurements. From 45.9 I predict +9.18 for j = 3/2, so even the sign is wrong. What could be missing?

A: A contact term. In a non-relativistic description a p electron has no density at the nucleus, but its spin can polarise the s electrons of the core, which do. We represent that response by a term cS in the hyperfine field, where S is the valence spin:

T = a(L + D) + cS

L is the orbital angular momentum and D the spin-dipolar operator. The strength a is proportional to the nuclear moment divided by the nuclear spin, times the average of 1/r³. With the electron-spin g-factor taken as 2, we assume one a for both L and D, and the same a and c for both j levels. The strength c is a parameter here; it is not computed from the core.

Q: The hyperfine interaction is I·T, with I the nuclear spin. Where is I?

A: It drops out through the projection theorem: within one j level, T acts as A_j J, where J = L + S. Taking the product with J gives

W = T·J = j(j+1) A_j

The Lean model starts from W. The passage from I·T to A_j I·J is the physical step that you must supply, and it ignores coupling between the two levels.

Q: Then derive W for me.

A: Let ℓᵢ be the spin-one matrices in the basis p_x, p_y, p_z, and sⱼ half the Pauli matrices. The dipolar operator is Dᵢ = Σⱼ Qᵢⱼsⱼ, where Qᵢⱼ is 3r̂ᵢr̂ⱼ − δᵢⱼ restricted to the p shell, r̂ being the unit vector to the electron:

Qᵢⱼ = (4/5)δᵢⱼ − (3/5)(ℓᵢℓⱼ + ℓⱼℓᵢ)

Since (ℓᵢℓⱼ)ₘₙ = δᵢⱼδₘₙ − δᵢₙδⱼₘ, its entries are

(Qᵢⱼ)ₘₙ = −(2/5)δᵢⱼδₘₙ + (3/5)(δᵢₘδⱼₙ + δᵢₙδⱼₘ)

Setting i = j and summing gives (−6/5 + 6/5)δₘₙ = 0. Next, (ℓⱼ)ₘₙ changes sign when any two of its three indices are exchanged, so

Σᵢ (Qᵢⱼℓᵢ)ₘₙ = −(2/5)(ℓⱼ)ₘₙ + (3/5)(ℓₘ)ⱼₙ + (3/5)δⱼₘ Σᵢ (ℓᵢ)ᵢₙ = −(ℓⱼ)ₘₙ

The last sum vanishes, and the middle term contributes −3/5. Therefore D·L = −L·S. For the spin part, Q is symmetric in i and j, and sᵢsⱼ + sⱼsᵢ = δᵢⱼ/2, so

D·S = Σᵢⱼ Qᵢⱼsⱼsᵢ = (1/4) Σᵢ Qᵢᵢ = 0

With L² = 2 this leaves

(L + D)·J = L² + L·S + D·L + D·S = 2

L and S commute and S² = 3/4, so J² = 11/4 + 2L·S, and

S·J = L·S + 3/4 = (J² − 5/4)/2

W = 2a + (c/2)(J² − 5/4)

For j = 1/2, J² = 3/4 and W = 2a − c/4; dividing by 3/4 gives A_1/2 = 8a/3 − c/3. For j = 3/2, J² = 15/4 and W = 2a + 5c/4; dividing by 15/4 gives A_3/2 = 8a/15 + c/3.

Q: And the sample values for lithium?

A: Adding the two constants gives 16a/5, while 5A_3/2 − A_1/2 = 2c. Hence

a = 5(45.9 − 3.06)/16 = 13.3875

c = (5(−3.06) − 45.9)/2 = −30.6

Now put them back. The orbital and dipolar parts are 35.7 and 7.14, in the ratio 5. The contact term adds 10.2 to the first and subtracts 10.2 from the second, giving 45.9 and −3.06.

Q: Show me that Lean is talking about the same operators.

A: The space is C³ ⊗ C², with a basis state labelled by an orbital index and a spin index.

```lean
import Mathlib

open Matrix
open scoped Kronecker

namespace CorePolarization

noncomputable section

/-- Operators on the six-dimensional space of a p electron with spin 1/2. -/
abbrev Op := Matrix (Fin 3 × Fin 2) (Fin 3 × Fin 2) ℂ
```

The orbital indices 0, 1, 2 mean x, y, z, and the spin indices 0, 1 mean ↑, ↓. Angular momenta are in units of ħ.

```lean
/-- The spin-one matrices in the Cartesian basis `p_x, p_y, p_z`. -/
def ell : Fin 3 → Matrix (Fin 3) (Fin 3) ℂ :=
  ![!![0, 0, 0; 0, 0, -Complex.I; 0, Complex.I, 0],
    !![0, 0, Complex.I; 0, 0, 0; -Complex.I, 0, 0],
    !![0, -Complex.I, 0; Complex.I, 0, 0; 0, 0, 0]]

/-- The spin-1/2 matrices, half the Pauli matrices. -/
def spin : Fin 3 → Matrix (Fin 2) (Fin 2) ℂ :=
  ![!![0, 1 / 2; 1 / 2, 0], !![0, -Complex.I / 2; Complex.I / 2, 0], !![1 / 2, 0; 0, -1 / 2]]
```

The name `quad` denotes Qᵢⱼ, not the nuclear quadrupole coupling.

```lean
/-- The orbital tensor `(4/5) δ_ij - (3/5) (ℓ_i ℓ_j + ℓ_j ℓ_i)` of the dipolar coupling. -/
def quad (i j : Fin 3) : Matrix (Fin 3) (Fin 3) ℂ :=
  (if i = j then (4 / 5 : ℂ) else 0) • 1 - (3 / 5 : ℂ) • (ell i * ell j + ell j * ell i)
```

The next operators act on the full space through the Kronecker product `⊗ₖ`. `D` is the dipolar vector operator, not the zero-field splitting tensor of EPR.

```lean
/-- Orbital angular momentum on the full space. -/
def L (i : Fin 3) : Op := ell i ⊗ₖ (1 : Matrix (Fin 2) (Fin 2) ℂ)

/-- Electron spin on the full space. -/
def S (i : Fin 3) : Op := (1 : Matrix (Fin 3) (Fin 3) ℂ) ⊗ₖ spin i

/-- Total electronic angular momentum `J = L + S`. -/
def J (i : Fin 3) : Op := L i + S i

/-- The spin-dipolar vector operator: the orbital tensor contracted with the spin. -/
def D (i : Fin 3) : Op := ∑ j, quad i j ⊗ₖ spin j

/-- The square of the total angular momentum. -/
def Jsq : Op := ∑ i, J i * J i
```

`fieldDotJ a c` is W. The strengths may be complex in Lean; physical ones are real.

```lean
/-- The hyperfine field `a (L + D) + c S` projected on `J`; `a` is the orbital and dipolar
strength, `c` the contact strength. -/
def fieldDotJ (a c : ℂ) : Op := ∑ i, (a • (L i + D i) + c • S i) * J i
```

Q: How can a formula for A_j be a theorem and not a definition?

A: The definition only says what A must do: W must multiply every vector of the level by j(j+1)A.

```lean
/-- `A` is a hyperfine constant of the level `j`: the projected field acts as `j (j + 1) A`
on every state with `J² = j (j + 1)`. -/
def IsHyperfineConstant (a c j A : ℂ) : Prop :=
  ∀ v : Fin 3 × Fin 2 → ℂ, Jsq *ᵥ v = (j * (j + 1)) • v →
    fieldDotJ a c *ᵥ v = (j * (j + 1) * A) • v
```

Q: If a level had no states, every A would qualify.

A: Yes, so each level needs a non-zero state. These two serve; normalised, they carry factors 1/√3 and 1/√2 respectively.

```lean
/-- The state `p_x ↓ + i p_y ↓ + p_z ↑`, not normalised. -/
def stateHalf : Fin 3 × Fin 2 → ℂ := fun p => !![0, 1; 0, Complex.I; 1, 0] p.1 p.2

/-- The state `(p_x + i p_y) ↑`, not normalised. -/
def stateThreeHalf : Fin 3 × Fin 2 → ℂ := fun p => !![1, 0; Complex.I, 0; 0, 0] p.1 p.2
```

Q: Now the proof. Does it follow your algebra?

A: Closely. The first lemma contains the two contractions of Q. Its local facts `hm` and `hq` are the entry formulas above, with m, n called `a`, `b`; `fin_cases` runs through the finitely many indices.

```lean
/-- The orbital tensor is traceless, and its contraction with the orbital angular momentum
gives back minus the angular momentum. -/
theorem quad_contractions :
    ∑ i, quad i i = 0 ∧ ∀ j, ∑ i, quad i j * ell i = -ell j := by
  -- products of spin-one matrices in the Cartesian basis
  have hm : ∀ i j a b, (ell i * ell j) a b =
      (if i = j ∧ a = b then 1 else 0) - (if i = b ∧ j = a then 1 else 0) := by
    intro i j a b
    fin_cases i <;> fin_cases j <;> fin_cases a <;> fin_cases b <;>
      simp [ell, Matrix.mul_apply, Fin.sum_univ_three]
  have hq : ∀ i j a b, quad i j a b = -(2 / 5) * (if i = j ∧ a = b then 1 else 0)
      + 3 / 5 * ((if i = b ∧ j = a then 1 else 0) + (if j = b ∧ i = a then 1 else 0)) := by
    intro i j a b
    simp only [quad, Matrix.sub_apply, Matrix.smul_apply, Matrix.add_apply, hm,
      Matrix.one_apply, smul_eq_mul]
    rcases eq_or_ne i j with rfl | h
    · rcases eq_or_ne a b with rfl | h'
      · simp only [and_self, if_true]
        ring
      · simp only [h', and_false, if_false]
        ring
    · simp only [h, h.symm, false_and, if_false]
      ring
  constructor
  · ext a b
    fin_cases a <;> fin_cases b <;>
      simp [Matrix.sum_apply, hq, Fin.sum_univ_three] <;> norm_num
  · intro j
    ext a b
    fin_cases j <;> fin_cases a <;> fin_cases b <;>
      simp [Matrix.sum_apply, Matrix.mul_apply, hq, ell, Fin.sum_univ_three] <;> ring
```

The spin anticommutator is checked entry by entry.

```lean
/-- Different components of a spin 1/2 anticommute, and each component squares to 1/4. -/
theorem spin_anticomm (i j : Fin 3) :
    spin i * spin j + spin j * spin i = (if i = j then (1 / 2 : ℂ) else 0) • 1 := by
  have hI := Complex.I_sq
  ext k l
  fin_cases i <;> fin_cases j <;> fin_cases k <;> fin_cases l <;>
    simp [spin] <;> grind
```

The squares L² = 2 and S² = 3/4 follow, and then the formula for J².

```lean
/-- The orbital angular momentum has `L² = 2` and the spin has `S² = 3/4`. -/
theorem L_sq_and_S_sq :
    ∑ i, L i * L i = (2 : ℂ) • (1 : Op) ∧ ∑ i, S i * S i = (3 / 4 : ℂ) • (1 : Op) := by
  have hl : ∑ i, ell i * ell i = (2 : ℂ) • 1 := by
    ext a b
    fin_cases a <;> fin_cases b <;>
      simp [Matrix.sum_apply, Matrix.mul_apply, ell, Fin.sum_univ_three] <;> norm_num
  have hs : ∀ i, spin i * spin i = (1 / 4 : ℂ) • 1 := by
    intro i
    have h := spin_anticomm i i
    rw [if_pos rfl] at h
    linear_combination (norm := module) (1 / 2 : ℂ) • h
  constructor
  · simp only [L, ← Matrix.mul_kronecker_mul, mul_one]
    ext p q
    have h := congrArg (fun M => M p.1 q.1) hl
    simp only [Matrix.sum_apply, Matrix.smul_apply, smul_eq_mul] at h
    rw [← Matrix.one_kronecker_one]
    simp only [Matrix.sum_apply, Matrix.smul_apply, Matrix.kroneckerMap_apply, smul_eq_mul]
    rw [← Finset.sum_mul, h, mul_assoc]
  · simp only [S, ← Matrix.mul_kronecker_mul, mul_one, hs, Matrix.kronecker_smul,
      Matrix.one_kronecker_one, Fin.sum_univ_three]
    module

/-- The total angular momentum obeys `J² = 11/4 + 2 L·S`. -/
theorem Jsq_eq : Jsq = (11 / 4 : ℂ) • (1 : Op) + (2 : ℂ) • ∑ i, L i * S i := by
  have hc : ∀ i, S i * L i = L i * S i := fun i => by
    simp only [L, S, ← Matrix.mul_kronecker_mul, mul_one, one_mul]
  simp only [Jsq, J, add_mul, mul_add, hc, Finset.sum_add_distrib, L_sq_and_S_sq.1,
    L_sq_and_S_sq.2]
  module
```

Q: How does Lean separate orbital from spin factors in a 6 × 6 product?

A: With Mathlib's `Matrix.mul_kronecker_mul`, which is the rule

(AB) ⊗ (A′B′) = (A ⊗ A′)(B ⊗ B′)

The arrow `←` applies it from right to left, so a product of two operators on the full space becomes one Kronecker product, with an orbital product in the first slot and a spin product in the second. An entry is then an orbital number times a spin number, and an identity for 3 × 3 or 2 × 2 matrices can be inserted directly. In the next theorem, `hDL` inserts the contraction of Q with ℓ this way. `hDS` inserts the symmetry and zero trace of Q and the spin anticommutators, which `linear_combination` adds with the right weights.

```lean
/-- The orbital and dipolar fields together have the same scalar product with `J` in every state:
`(L + D)·J = 2`. -/
theorem orbital_dipolar_dot_J : ∑ i, (L i + D i) * J i = (2 : ℂ) • (1 : Op) := by
  -- the dipolar field along L cancels the spin-orbit product
  have hDL : ∑ i, D i * L i = -∑ i, L i * S i := by
    simp only [D, L, S, Finset.sum_mul, ← Matrix.mul_kronecker_mul, mul_one, one_mul]
    rw [Finset.sum_comm, ← Finset.sum_neg_distrib]
    refine Finset.sum_congr rfl fun j _ => ?_
    ext p q
    have h := congrArg (fun M => M p.1 q.1) (quad_contractions.2 j)
    simp only [Matrix.sum_apply, Matrix.neg_apply] at h
    simp only [Matrix.sum_apply, Matrix.neg_apply, Matrix.kroneckerMap_apply]
    rw [← Finset.sum_mul, h, neg_mul]
  -- a symmetric traceless tensor contracted twice with the same spin 1/2 vanishes
  have hDS : ∑ i, D i * S i = 0 := by
    simp only [D, S, Finset.sum_mul, ← Matrix.mul_kronecker_mul, mul_one]
    ext p q
    have sy : ∀ i j, quad i j p.1 q.1 = quad j i p.1 q.1 := by
      intro i j
      rcases eq_or_ne i j with rfl | h
      · rfl
      · simp [quad, h, h.symm, add_comm]
    have t := congrArg (fun M => M p.1 q.1) quad_contractions.1
    have s : ∀ i j, (spin i * spin j) p.2 q.2 + (spin j * spin i) p.2 q.2 =
        (if i = j then (1 / 2 : ℂ) else 0) * (1 : Matrix (Fin 2) (Fin 2) ℂ) p.2 q.2 := by
      intro i j
      simpa only [Matrix.add_apply, Matrix.smul_apply, smul_eq_mul] using
        congrArg (fun M => M p.2 q.2) (spin_anticomm i j)
    have s01 := s 0 1
    have s02 := s 0 2
    have s12 := s 1 2
    have s00 := s 0 0
    have s11 := s 1 1
    have s22 := s 2 2
    rw [if_neg (by decide)] at s01 s02 s12
    rw [if_pos rfl] at s00 s11 s22
    simp only [Matrix.sum_apply, Fin.sum_univ_three, Matrix.zero_apply] at t
    simp only [Matrix.sum_apply, Matrix.add_apply, Matrix.kroneckerMap_apply, Fin.sum_univ_three,
      Matrix.zero_apply]
    linear_combination quad 0 0 p.1 q.1 / 2 * s00 + quad 1 1 p.1 q.1 / 2 * s11
      + quad 2 2 p.1 q.1 / 2 * s22 + (1 : Matrix (Fin 2) (Fin 2) ℂ) p.2 q.2 / 4 * t
      + quad 0 1 p.1 q.1 * s01 + quad 0 2 p.1 q.1 * s02 + quad 1 2 p.1 q.1 * s12
      + (spin 0 * spin 1) p.2 q.2 * sy 1 0 + (spin 0 * spin 2) p.2 q.2 * sy 2 0
      + (spin 1 * spin 2) p.2 q.2 * sy 2 1
  simp only [J, add_mul, mul_add, Finset.sum_add_distrib, L_sq_and_S_sq.1, hDL, hDS]
  module
```

The formula for W combines this with S·J; `module` collects the scalar coefficients.

```lean
/-- The projected hyperfine field is a function of `J²` alone:
`(a L + a D + c S)·J = 2a + (c/2) (J² - 5/4)`. -/
theorem fieldDotJ_eq (a c : ℂ) :
    fieldDotJ a c = (2 * a) • (1 : Op) + (c / 2) • (Jsq - (5 / 4 : ℂ) • (1 : Op)) := by
  have hc : ∀ i, S i * L i = L i * S i := fun i => by
    simp only [L, S, ← Matrix.mul_kronecker_mul, mul_one, one_mul]
  have hS : ∑ i, S i * J i = ∑ i, L i * S i + (3 / 4 : ℂ) • (1 : Op) := by
    simp only [J, mul_add, hc, Finset.sum_add_distrib, L_sq_and_S_sq.2]
  have h : fieldDotJ a c = a • ∑ i, (L i + D i) * J i + c • ∑ i, S i * J i := by
    rw [fieldDotJ, Finset.smul_sum, Finset.smul_sum, ← Finset.sum_add_distrib]
    refine Finset.sum_congr rfl fun i _ => ?_
    rw [add_mul, smul_mul_assoc, smul_mul_assoc]
  rw [h, orbital_dipolar_dot_J, hS, Jsq_eq]
  module
```

Q: And the step from the operator to the constants?

A: First, the two explicit states are shown to lie in their levels.

```lean
/-- `p_x ↓ + i p_y ↓ + p_z ↑` has `j = 1/2`, and `(p_x + i p_y) ↑` has `j = 3/2`. -/
theorem level_states :
    Jsq *ᵥ stateHalf = (1 / 2 * (1 / 2 + 1) : ℂ) • stateHalf ∧
    Jsq *ᵥ stateThreeHalf = (3 / 2 * (3 / 2 + 1) : ℂ) • stateThreeHalf := by
  have hI := Complex.I_sq
  rw [Jsq_eq]
  simp only [L, S, ← Matrix.mul_kronecker_mul, mul_one, one_mul]
  constructor <;> ext ⟨a, k⟩ <;> fin_cases a <;> fin_cases k <;>
    simp [Matrix.mulVec, dotProduct, Fintype.sum_prod_type, Fin.sum_univ_three,
      Fin.sum_univ_two, Matrix.one_apply, ell, spin, stateHalf, stateThreeHalf] <;> grind
```

In the next theorem, `key` replaces J² by j(j+1) on any vector of the level. That proves that the stated A works. Conversely, if some A works, comparing one component of the explicit state, equal to 1 in the unnormalised vector, forces the formula.

```lean
/-- The hyperfine constants of the two levels are exactly `A_1/2 = 8a/3 - c/3` and
`A_3/2 = 8a/15 + c/3`. -/
theorem hyperfineConstant_iff (a c A : ℂ) :
    (IsHyperfineConstant a c (1 / 2) A ↔ A = 8 * a / 3 - c / 3) ∧
    (IsHyperfineConstant a c (3 / 2) A ↔ A = 8 * a / 15 + c / 3) := by
  have hs : ∀ (r : ℂ) (M : Op) (v : Fin 3 × Fin 2 → ℂ), (r • M) *ᵥ v = r • (M *ᵥ v) := by
    intro r M v
    funext p
    simp only [Matrix.mulVec, dotProduct, Matrix.smul_apply, Pi.smul_apply, smul_eq_mul,
      Finset.mul_sum, mul_assoc]
  -- the projected field is a number on each level
  have key : ∀ (j : ℂ) (v : Fin 3 × Fin 2 → ℂ), Jsq *ᵥ v = (j * (j + 1)) • v →
      fieldDotJ a c *ᵥ v = (2 * a + c / 2 * (j * (j + 1) - 5 / 4)) • v := by
    intro j v hv
    rw [fieldDotJ_eq, Matrix.add_mulVec, hs, hs, Matrix.sub_mulVec, hs, Matrix.one_mulVec, hv]
    module
  constructor
  · constructor
    · intro h
      have e := congrFun ((key _ _ level_states.1).symm.trans (h _ level_states.1)) (2, 0)
      have hp : stateHalf (2, 0) = 1 := by simp [stateHalf]
      simp only [Pi.smul_apply, hp, smul_eq_mul, mul_one] at e
      linear_combination -(4 / 3 : ℂ) * e
    · intro hA v hv
      rw [key _ v hv, hA]
      congr 1
      ring
  · constructor
    · intro h
      have e := congrFun ((key _ _ level_states.2).symm.trans (h _ level_states.2)) (0, 0)
      have hp : stateThreeHalf (0, 0) = 1 := by simp [stateThreeHalf]
      simp only [Pi.smul_apply, hp, smul_eq_mul, mul_one] at e
      linear_combination -(4 / 15 : ℂ) * e
    · intro hA v hv
      rw [key _ v hv, hA]
      congr 1
      ring
```

Solving the two linear equations gives an equivalence, so within this model the two constants fix both strengths.

```lean
/-- The hyperfine constants `A₁` of `j = 1/2` and `A₃` of `j = 3/2` determine both strengths:
`a = 5 (A₁ + A₃)/16` and `c = (5 A₃ - A₁)/2`. -/
theorem strengths_iff (a c A₁ A₃ : ℂ) :
    (IsHyperfineConstant a c (1 / 2) A₁ ∧ IsHyperfineConstant a c (3 / 2) A₃) ↔
      (a = 5 * (A₁ + A₃) / 16 ∧ c = (5 * A₃ - A₁) / 2) := by
  rw [(hyperfineConstant_iff a c A₁).1, (hyperfineConstant_iff a c A₃).2]
  constructor
  · rintro ⟨rfl, rfl⟩
    constructor <;> ring
  · rintro ⟨rfl, rfl⟩
    constructor <;> ring

/-- The sample values 45.9 for `j = 1/2` and -3.06 for `j = 3/2` hold exactly when `a = 13.3875` and
the contact strength is `c = -30.6`, all in the same unit. -/
theorem lithium (a c : ℂ) :
    (IsHyperfineConstant a c (1 / 2) 45.9 ∧ IsHyperfineConstant a c (3 / 2) (-3.06)) ↔
      (a = 13.3875 ∧ c = -30.6) := by
  have h₁ : (5 * (45.9 + -3.06) / 16 : ℂ) = 13.3875 := by norm_num
  have h₂ : ((5 * (-3.06) - 45.9) / 2 : ℂ) = -30.6 := by norm_num
  rw [strengths_iff, h₁, h₂]

end

end CorePolarization
```

```lean
#print axioms CorePolarization.hyperfineConstant_iff
-- 'CorePolarization.hyperfineConstant_iff' depends on axioms: [propext, Classical.choice, Quot.sound]
#print axioms CorePolarization.lithium
-- 'CorePolarization.lithium' depends on axioms: [propext, Classical.choice, Quot.sound]
```

Q: So has lithium's core polarisation been proved to be −30.6?

A: No. The two constants are sample inputs, and what is proved is that the pair 45.9 and −3.06 is equivalent to a = 13.3875 and c = −30.6 in this one-electron model with a shared a, all in one unit. If the orbital and dipolar strengths differ, there are three unknowns and two constants no longer suffice.

Q: What would I use it for?

A: For an electronic-structure calculation, c is a number to compare with the computed contact term, as long as the one-electron form with equal orbital and dipolar strengths is adequate. A non-relativistic calculation that keeps the core shells spin-paired and spherical gives c = 0, and so returns to the ratio of five that you began with.
